# The $(Z\alpha)^4$ fine-structure term of the Dirac-Coulomb levels

Take a level of a one-electron ion with a point nucleus of charge number $Z$, and subtract the Bohr energy from the Dirac energy, with the latter counted from the rest energy and both in units of the electron rest energy $mc^2$. Divided by $(Z\alpha)^4$, with $\alpha$ the fine-structure constant, this difference tends to a known coefficient as $Z\alpha \to 0$. At low $Z$ the coefficient times $(Z\alpha)^4$ therefore estimates how much relativity moves the level, and it can serve as a check on a four-component result for such an ion. The file below derives that coefficient from the closed Dirac-Coulomb level formula, together with an exact expression for the difference.

```lean
import Mathlib

open Filter Topology

namespace DiracFineStructure

noncomputable section

/-- The exponent `γ = √(k² - z²)`, with `k = j + 1/2` and `z = Zα`. -/
def gam (k z : ℝ) : ℝ := Real.sqrt (k ^ 2 - z ^ 2)

/-- The effective quantum number `N = n - k + γ`. -/
def effN (n k z : ℝ) : ℝ := n - k + gam k z

/-- The apparent principal quantum number `D = √(N² + z²)`. -/
def appN (n k z : ℝ) : ℝ := Real.sqrt (effN n k z ^ 2 + z ^ 2)

/-- The Dirac-Coulomb level `(1 + z²/N²)^(-1/2) - 1`, measured from the rest energy in units
of `mc²`. -/
def diracShift (n k z : ℝ) : ℝ := (1 + z ^ 2 / effN n k z ^ 2) ^ (-(1 / 2) : ℝ) - 1

/-- The Bohr level `-z²/(2n²)` in units of `mc²`. -/
def bohr (n z : ℝ) : ℝ := -z ^ 2 / (2 * n ^ 2)

/-- The function `R = (2(n-k) + D + 2n(n-k)/(D+n)) / ((k+γ) 2n² D (N+D))`. -/
def remainder (n k z : ℝ) : ℝ :=
  (2 * (n - k) + appN n k z + 2 * n * (n - k) / (appN n k z + n)) /
    ((k + gam k z) * (2 * n ^ 2 * (appN n k z * (effN n k z + appN n k z))))

/-- For `N > 0`, `(1 + z²/N²)^(-1/2) = N/√(N² + z²)`. -/
theorem level_eq {N : ℝ} (hN : 0 < N) (z : ℝ) :
    (1 + z ^ 2 / N ^ 2) ^ (-(1 / 2) : ℝ) = N / Real.sqrt (N ^ 2 + z ^ 2) := by
  have h0 : 0 ≤ 1 + z ^ 2 / N ^ 2 := by positivity
  have h1 : 0 ≤ N ^ 2 + z ^ 2 := by positivity
  have h2 : 1 + z ^ 2 / N ^ 2 = (N ^ 2 + z ^ 2) / N ^ 2 := by field_simp
  rw [Real.rpow_neg h0, ← Real.sqrt_eq_rpow, h2, Real.sqrt_div h1, Real.sqrt_sq hN.le, inv_div]

/-- For `|z| < k ≤ n`, `γ² = k² - z²` and `γ`, `N`, `D` are positive. -/
theorem subcritical {n k z : ℝ} (hkn : k ≤ n) (hz : |z| < k) :
    gam k z ^ 2 = k ^ 2 - z ^ 2 ∧ 0 < gam k z ∧ 0 < effN n k z ∧ 0 < appN n k z := by
  obtain ⟨a, b⟩ := abs_lt.mp hz
  have h : 0 < k ^ 2 - z ^ 2 := by
    have := mul_pos (sub_pos.mpr b) (by linarith : 0 < k + z)
    nlinarith
  have hg : 0 < gam k z := Real.sqrt_pos.mpr h
  have hN : 0 < effN n k z := by unfold effN; linarith
  exact ⟨Real.sq_sqrt h.le, hg, hN, Real.sqrt_pos.mpr (by positivity)⟩

/-- For `|z| < k ≤ n` the apparent principal quantum number obeys
`D² = n² - 2(n - k)(k - γ)`. -/
theorem appN_sq {n k z : ℝ} (hkn : k ≤ n) (hz : |z| < k) :
    appN n k z ^ 2 = n ^ 2 - 2 * (n - k) * (k - gam k z) := by
  have hγ := (subcritical hkn hz).1
  have hD : appN n k z ^ 2 = effN n k z ^ 2 + z ^ 2 := Real.sq_sqrt (by positivity)
  unfold effN at hD
  linear_combination hD + hγ

/-- For `|z| < k ≤ n` the Dirac level differs from the Bohr level by exactly `-z⁴ R(z)`. -/
theorem shift_exact {n k z : ℝ} (hkn : k ≤ n) (hz : |z| < k) :
    diracShift n k z - bohr n z = -z ^ 4 * remainder n k z := by
  have hk : 0 < k := (abs_nonneg z).trans_lt hz
  have hn : 0 < n := hk.trans_le hkn
  obtain ⟨hγ, hg, hN, hD⟩ := subcritical hkn hz
  have key : ∀ P a Q : ℝ, P ≠ 0 → P - 2 * n ^ 2 = -(z ^ 2 / a) * Q →
      -z ^ 2 / P - -z ^ 2 / (2 * n ^ 2) = -z ^ 4 * (Q / (a * (2 * n ^ 2 * P))) := by
    intro P a Q hP h
    have : -z ^ 2 / P - -z ^ 2 / (2 * n ^ 2) = z ^ 2 * (P - 2 * n ^ 2) / (2 * n ^ 2 * P) := by
      field_simp
      ring
    rw [this, h]
    ring
  have alg : ∀ γ N D : ℝ, γ ^ 2 = k ^ 2 - z ^ 2 → 0 < γ → 0 < N → 0 < D → N = n - k + γ →
      D ^ 2 = N ^ 2 + z ^ 2 → D ^ 2 = n ^ 2 - 2 * (n - k) * (k - γ) →
      N / D - 1 - -z ^ 2 / (2 * n ^ 2) = -z ^ 4 * ((2 * (n - k) + D + 2 * n * (n - k) / (D + n))
        / ((k + γ) * (2 * n ^ 2 * (D * (N + D))))) := by
    intro γ N D hγ hg hN hD hNe hD2 h2
    have hP : D * (N + D) ≠ 0 := by positivity
    -- rationalise N/D - 1 and k - γ
    have h1 : N / D - 1 = -z ^ 2 / (D * (N + D)) := by
      rw [div_sub_one hD.ne', div_eq_div_iff hD.ne' hP]
      linear_combination (-D) * hD2
    have h4 : z ^ 2 / (k + γ) = k - γ := by
      rw [div_eq_iff (add_pos hk hg).ne']
      linear_combination hγ
    -- rationalise n - D
    have h3 : (k - γ) * (2 * n * (n - k) / (D + n)) = n * (n - D) := by
      rw [← mul_div_assoc, div_eq_iff (add_pos hD hn).ne']
      linear_combination n * h2
    rw [h1]
    refine key _ _ _ hP ?_
    rw [h4]
    linear_combination h2 + h3 + D * hNe
  unfold diracShift bohr remainder
  rw [level_eq hN]
  exact alg _ _ _ hγ hg hN hD rfl (Real.sq_sqrt (by positivity)) (appN_sq hkn hz)

/-- For `0 < k ≤ n`, `R(z)` tends to `(n/k - 3/4)/(2n⁴)` as `z → 0`. -/
theorem remainder_tendsto {n k : ℝ} (hk : 0 < k) (hkn : k ≤ n) :
    Tendsto (remainder n k) (𝓝 0) (𝓝 ((n / k - 3 / 4) / (2 * n ^ 4))) := by
  have hn : 0 < n := hk.trans_le hkn
  have g0 : gam k 0 = k := by
    unfold gam
    rw [show k ^ 2 - (0 : ℝ) ^ 2 = k ^ 2 by ring, Real.sqrt_sq hk.le]
  have N0 : effN n k 0 = n := by unfold effN; rw [g0]; ring
  have D0 : appN n k 0 = n := by
    unfold appN
    rw [N0, show n ^ 2 + (0 : ℝ) ^ 2 = n ^ 2 by ring, Real.sqrt_sq hn.le]
  have tγ := (show Continuous (gam k) by unfold gam; fun_prop).tendsto' 0 k g0
  have tN := (show Continuous (effN n k) by unfold effN gam; fun_prop).tendsto' 0 n N0
  have tD := (show Continuous (appN n k) by unfold appN effN gam; fun_prop).tendsto' 0 n D0
  have tc : Tendsto (fun _ : ℝ => 2 * n * (n - k)) (𝓝 0) (𝓝 (2 * n * (n - k))) :=
    tendsto_const_nhds
  have h1 : n + n ≠ 0 := by positivity
  have h2 : (k + k) * (2 * n ^ 2 * (n * (n + n))) ≠ 0 := by positivity
  have h3 : 2 * n ^ 4 ≠ 0 := by positivity
  -- γ → k and N, D → n
  have T : Tendsto (remainder n k) (𝓝 0) (𝓝 ((2 * (n - k) + n + 2 * n * (n - k) / (n + n)) /
      ((k + k) * (2 * n ^ 2 * (n * (n + n)))))) :=
    ((tD.const_add (2 * (n - k))).add (tc.div (tD.add_const n) h1)).div
      ((tγ.const_add k).mul ((tD.mul (tN.add tD)).const_mul (2 * n ^ 2))) h2
  have e1 : 2 * n * (n - k) / (n + n) = n - k := by rw [div_eq_iff h1]; ring
  have e2 : (2 * (n - k) + n + (n - k)) / ((k + k) * (2 * n ^ 2 * (n * (n + n)))) =
      (n / k - 3 / 4) / (2 * n ^ 4) := by
    rw [div_eq_div_iff h2 h3]
    field_simp
    ring
  rwa [e1, e2] at T

/-- For `0 < k ≤ n`, the Dirac level minus the Bohr level, divided by `z⁴`, tends to
`-(n/k - 3/4)/(2n⁴)` as `z → 0` with `z ≠ 0`. -/
theorem fine_structure {n k : ℝ} (hk : 0 < k) (hkn : k ≤ n) :
    Tendsto (fun z => (diracShift n k z - bohr n z) / z ^ 4) (𝓝[≠] 0)
      (𝓝 (-(n / k - 3 / 4) / (2 * n ^ 4))) := by
  have ev : ∀ᶠ z in 𝓝 (0 : ℝ), |z| < k :=
    (continuous_abs.tendsto' (0 : ℝ) 0 abs_zero).eventually (gt_mem_nhds hk)
  rw [neg_div]
  refine ((remainder_tendsto hk hkn).neg.mono_left nhdsWithin_le_nhds).congr' ?_
  filter_upwards [ev.filter_mono nhdsWithin_le_nhds, self_mem_nhdsWithin] with z h1 h2
  have hz : z ≠ 0 := h2
  show -remainder n k z = (diracShift n k z - bohr n z) / z ^ 4
  rw [shift_exact hkn h1, eq_div_iff (pow_ne_zero 4 hz)]
  ring

/-- For integers `1 ≤ k ≤ n` and `f(z) = (1 + z²/(n - k + √(k² - z²))²)^(-1/2) - 1`, the ratio
`(f(z) + z²/(2n²))/z⁴` tends to `-(n/k - 3/4)/(2n⁴)` as `z → 0` with `z ≠ 0`. -/
theorem fine_structure_nat {n k : ℕ} (hk : 1 ≤ k) (hkn : k ≤ n) :
    Tendsto (fun z : ℝ => ((1 + z ^ 2 / ((n : ℝ) - k + Real.sqrt ((k : ℝ) ^ 2 - z ^ 2)) ^ 2)
        ^ (-(1 / 2) : ℝ) - 1 + z ^ 2 / (2 * (n : ℝ) ^ 2)) / z ^ 4) (𝓝[≠] 0)
      (𝓝 (-((n : ℝ) / k - 3 / 4) / (2 * (n : ℝ) ^ 4))) := by
  have hk' : (0 : ℝ) < k := by exact_mod_cast (by omega : 0 < k)
  have hkn' : (k : ℝ) ≤ n := by exact_mod_cast hkn
  refine (fine_structure hk' hkn').congr fun z => ?_
  simp only [diracShift, effN, gam, bohr, neg_div, sub_neg_eq_add]

/-- With `k = j + 1/2` and `0 < k ≤ n`, the fractional shift of the Dirac level from the Bohr
level, divided by `z²`, tends to `(1/n)(1/(j + 1/2) - 3/(4n))` as `z → 0` with `z ≠ 0`. -/
theorem fractional_shift {n j : ℝ} (hj : 0 < j + 1 / 2) (hjn : j + 1 / 2 ≤ n) :
    Tendsto (fun z => (diracShift n (j + 1 / 2) z - bohr n z) / bohr n z / z ^ 2) (𝓝[≠] 0)
      (𝓝 (1 / n * (1 / (j + 1 / 2) - 3 / (4 * n)))) := by
  generalize j + 1 / 2 = k at hj hjn ⊢
  have hn : 0 < n := hj.trans_le hjn
  have e : 1 / n * (1 / k - 3 / (4 * n)) = -(n / k - 3 / 4) / (2 * n ^ 4) * (-2 * n ^ 2) := by
    field_simp
  rw [e]
  refine ((fine_structure hj hjn).mul_const (-2 * n ^ 2)).congr' ?_
  filter_upwards [self_mem_nhdsWithin] with z h2
  have hz : z ≠ 0 := h2
  show (diracShift n k z - bohr n z) / z ^ 4 * (-2 * n ^ 2) =
    (diracShift n k z - bohr n z) / bohr n z / z ^ 2
  generalize diracShift n k z - bohr n z = X
  unfold bohr
  field_simp

/-- For two levels with the same `n` and `0 < k₁, k₂ ≤ n`, their separation divided by `z⁴`
tends to `(1/k₁ - 1/k₂)/(2n³)` as `z → 0` with `z ≠ 0`. -/
theorem splitting {n k₁ k₂ : ℝ} (h₁ : 0 < k₁) (h₁n : k₁ ≤ n) (h₂ : 0 < k₂) (h₂n : k₂ ≤ n) :
    Tendsto (fun z => (diracShift n k₂ z - diracShift n k₁ z) / z ^ 4) (𝓝[≠] 0)
      (𝓝 ((1 / k₁ - 1 / k₂) / (2 * n ^ 3))) := by
  have hn : 0 < n := h₁.trans_le h₁n
  have e : (1 / k₁ - 1 / k₂) / (2 * n ^ 3) =
      -(n / k₂ - 3 / 4) / (2 * n ^ 4) - -(n / k₁ - 3 / 4) / (2 * n ^ 4) := by
    field_simp
    ring
  rw [e]
  refine ((fine_structure h₂ h₂n).sub (fine_structure h₁ h₁n)).congr fun z => ?_
  ring

/-- For `0 < |z| < k ≤ n` the Dirac level lies strictly below the Bohr level. -/
theorem below_bohr {n k z : ℝ} (hkn : k ≤ n) (hz : |z| < k) (hz0 : z ≠ 0) :
    diracShift n k z < bohr n z := by
  have hk : 0 < k := (abs_nonneg z).trans_lt hz
  have hn : 0 < n := hk.trans_le hkn
  obtain ⟨-, hg, hN, hD⟩ := subcritical hkn hz
  have q : 0 ≤ 2 * n * (n - k) / (appN n k z + n) :=
    div_nonneg (mul_nonneg (by linarith) (by linarith)) (by linarith)
  have hR : 0 < remainder n k z := div_pos (by linarith) (by positivity)
  have h4 : 0 < z ^ 4 := by positivity
  have h := shift_exact hkn hz
  have := mul_pos h4 hR
  linarith

end

end DiracFineStructure
```

```lean
#print axioms DiracFineStructure.fine_structure
-- 'DiracFineStructure.fine_structure' depends on axioms: [propext, Classical.choice, Quot.sound]
#print axioms DiracFineStructure.fine_structure_nat
-- 'DiracFineStructure.fine_structure_nat' depends on axioms: [propext, Classical.choice, Quot.sound]
#print axioms DiracFineStructure.splitting
-- 'DiracFineStructure.splitting' depends on axioms: [propext, Classical.choice, Quot.sound]
#print axioms DiracFineStructure.below_bohr
-- 'DiracFineStructure.below_bohr' depends on axioms: [propext, Classical.choice, Quot.sound]
```

## What the theorems say

Let $z = Z\alpha$, let $n$ be the principal quantum number, and let $k = j + \tfrac12$ with $j$ the total angular momentum quantum number. The definitions introduce six real functions. `gam k z` is $\gamma = \sqrt{k^2 - z^2}$, `effN n k z` is $N = n - k + \gamma$, and `appN n k z` is the apparent principal quantum number $D = \sqrt{N^2 + z^2}$. `diracShift n k z` is the level

$$f(z) = \left(1 + \frac{z^2}{N^2}\right)^{-1/2} - 1,$$

where the exponent `(-(1 / 2) : ℝ)` selects the real power. `bohr n z` is $B(z) = -z^2/(2n^2)$, and `remainder n k z` is

$$R(z) = \frac{Q}{(k+\gamma)\,2n^2\,D(N+D)}, \qquad Q = 2(n-k) + D + \frac{2n(n-k)}{D+n}.$$

`shift_exact` states that $f - B = -z^4 R$ holds exactly whenever $|z| < k \le n$. `fine_structure` states that for real $0 < k \le n$

$$\lim_{z \to 0,\ z \ne 0} \frac{f(z) - B(z)}{z^4} = -\frac{n/k - 3/4}{2n^4},$$

and `fine_structure_nat` is the same limit for natural numbers $1 \le k \le n$ with every definition written out. `fractional_shift` puts $k = j + \tfrac12$ with real $j$ and $0 < j + \tfrac12 \le n$, and gives the limit $\frac1n\left(\frac{1}{j+1/2} - \frac{3}{4n}\right)$ for $(f - B)/(B z^2)$. The fractional shift $(f-B)/B$ is therefore $\frac{z^2}{n}\left(\frac1k - \frac{3}{4n}\right)$ to leading order in $z$, not exactly. `splitting` takes two levels $f_1, f_2$ with the same $n$ and $0 < k_1, k_2 \le n$ and gives $(f_2 - f_1)/z^4 \to (1/k_1 - 1/k_2)/(2n^3)$; no order between $k_1$ and $k_2$ is assumed. `below_bohr` states $f < B$ for every $z$ with $0 < |z| < k \le n$, small or not.

The limits of the quotients are taken along `𝓝[≠] 0`, the neighbourhoods of $0$ with the point $0$ removed, from both sides. Lean evaluates the quotient at $z = 0$ as $0/0 = 0$, while the limit in `fine_structure` is nonzero because $n/k \ge 1$, so that statement along `𝓝 0` would be false.

## The physics encoded

With $m$ the electron mass, $c$ the speed of light and $E$ the Dirac energy of a bound state, $f = E/(mc^2) - 1$: energies are counted from the rest energy in units of $mc^2$. The number $n - k$ is the radial quantum number, so $k \le n$ says that it is not negative. The number $k$ is the absolute value of the Dirac quantum number $\kappa$, not $\kappa$ itself, and levels with the same $n$ and $j$ share one value of $f$. The condition $|z| < k$ keeps $\gamma$ real and positive. Multiplying by $mc^2 = \alpha^{-2}$ hartree turns $B$ into $-Z^2/(2n^2)$ and the leading shift into $-Z^4\alpha^2 (n/k - 3/4)/(2n^4)$.

The level formula enters as a definition. The file contains no Dirac operator and no spinor, and it does not show that $f$ is an eigenvalue; what is proved is the expansion of the formula. The formula itself describes one electron in the field of a fixed point charge, without finite nuclear size, recoil or radiative corrections. The coupling $z$ is a continuous variable, so the theorems fix the coefficient of $z^4$, while the deviation $f - B$ at a given $Z$ with $Z\alpha < k$ is not fixed by that coefficient; it equals $-z^4 R(z)$ at $z = Z\alpha$.

## Why it is true

Take $|z| < k \le n$. Then $k^2 - z^2 = (k - z)(k + z) > 0$, so $\gamma > 0$, $N \ge \gamma > 0$ and $D > 0$. This is `subcritical`, which also records $\gamma^2 = k^2 - z^2$.

First, $1 + z^2/N^2 = D^2/N^2$, so the power $-\tfrac12$ gives $N/D$. `level_eq` does this by rewriting the negative power as an inverse (`Real.rpow_neg`), the power $\tfrac12$ as a square root, and $\sqrt{N^2}$ as $N$, which uses $N \ge 0$; the step `h2`, writing $1 + z^2/N^2$ as $(N^2 + z^2)/N^2$, uses $N \ne 0$. Rationalising,

$$f = \frac{N - D}{D} = \frac{N^2 - D^2}{D(N+D)} = -\frac{z^2}{P}, \qquad P = D(N + D).$$

Second, expand $D^2 = (n-k)^2 + 2(n-k)\gamma + \gamma^2 + z^2$ and use $\gamma^2 + z^2 = k^2$. Comparing with $n^2 = (n-k)^2 + 2(n-k)k + k^2$ gives

$$D^2 = n^2 - 2(n-k)(k-\gamma),$$

which is `appN_sq`; its `linear_combination hD + hγ` adds the two relations used. Two more rationalisations follow:

$$k - \gamma = \frac{z^2}{k+\gamma}, \qquad n - D = \frac{n^2 - D^2}{n + D} = \frac{2(n-k)(k-\gamma)}{D+n}.$$

Third, compare $P$ with $2n^2$. Since $N = n - (k - \gamma)$,

$$P - 2n^2 = (D^2 - n^2) - D(k-\gamma) - n(n - D) = -(k-\gamma)\,Q,$$

each of the three terms supplying one term of $Q$. Bringing the two levels over a common denominator,

$$f - B = -\frac{z^2}{P} + \frac{z^2}{2n^2} = \frac{z^2\,(P - 2n^2)}{2n^2 P} = -\frac{z^4\,Q}{(k+\gamma)\,2n^2 P} = -z^4 R.$$

Inside `shift_exact`, `h1` is $f = -z^2/P$, `h4` is the formula for $k - \gamma$, and `h3` is the formula for $n - D$ multiplied by $n$. `key` is the common-denominator step for arbitrary $P \neq 0$, and the closing `linear_combination h2 + h3 + D * hNe` is the three-term sum for $P - 2n^2$.

Fourth, let $z \to 0$ with $0 < k \le n$. Then $\gamma \to k$ and $N, D \to n$, so $Q \to 2(n-k) + n + (n-k) = 4n - 3k$ and the denominator tends to $2k \cdot 2n^2 \cdot 2n^2 = 8kn^4 \ne 0$. Hence

$$R \to \frac{4n - 3k}{8kn^4} = \frac{n/k - 3/4}{2n^4}.$$

In `remainder_tendsto`, `g0`, `N0`, `D0` are the values at $z = 0$, `tγ`, `tN`, `tD` turn them into limits by continuity, `T` assembles the quotient, and `e1`, `e2` simplify it. `fine_structure` notes in `ev` that $|z| < k$ near $0$, so $(f - B)/z^4 = -R$ for small $z \neq 0$.

The corollaries are short. Since $1/(Bz^2) = -2n^2/z^4$, the fractional quotient is the main one times $-2n^2$, and $2n^2 (n/k - 3/4)/(2n^4) = \frac1n\left(\frac1k - \frac{3}{4n}\right)$; this is `.mul_const (-2 * n ^ 2)`. In `splitting` the two limits are subtracted, and both $B$ and the term $3/4$ cancel. In `below_bohr`, $Q \ge D > 0$ because $n - k \ge 0$, so $R > 0$ and $-z^4 R < 0$.

The pattern of `fine_structure` carries over to other expansion coefficients. One factors out the power exactly, shows the cofactor has a limit using `fun_prop` and `tendsto'`, restricts that limit to the punctured filter with `mono_left nhdsWithin_le_nhds`, and swaps the function with `congr'`, where `filter_upwards` collects the conditions that hold near the point. No Taylor remainder is needed.

## Numbers, a counter-example and a slip

The evaluations below are not part of the Lean file.

For the ground state $n = k = 1$ one has $N = \gamma$, $D = 1$, $Q = 1$, so $f = \sqrt{1 - z^2} - 1$ and $R = 1/(2(1+\gamma)^2)$, with $R(0) = 1/8 = (1 - 3/4)/2$. At $z = 3/5$, $\gamma = 4/5$, $f = -0.2$ and $B = -0.18$, so $f - B = -0.02$. The exact identity agrees: $z^4 R = 0.1296/6.48 = 0.02$. The leading term alone gives $0.1296/8 = 0.0162$. For $n = 2$ the coefficients are $-5/128$ for $k_1 = 1$ and $-1/128$ for $k_2 = 2$, and their difference $1/32$ matches $(1 - \tfrac12)/(2 \cdot 8)$.

Every bound level has $k \le n$. As a statement about the formula alone, the inequality of `below_bohr` can fail without this hypothesis. Take $n = 1$, $k = 2$, $z = 6/5$, which satisfies $0 < |z| < k$. Then $\gamma = 8/5$, $N = 3/5$, $z^2/N^2 = 4$, and $f = 1/\sqrt5 - 1 \approx -0.553$ lies above $B = -0.72$.

An easy slip is to replace $\gamma$ by its limit $k$, hence $N$ by $n$, before expanding. That gives $(1 + z^2/n^2)^{-1/2} - 1 = -z^2/(2n^2) + 3z^4/(8n^4) + \dots$, which keeps the $3/4$ and loses the term $n/k$. The shift then has the wrong sign and no dependence on $j$. The difference $k - \gamma \approx z^2/(2k)$ changes $-z^2/(2N^2)$ by $-z^4/(2kn^3)$, which is the missing term.
